# The eigenvalues of A ⊗ B are the products of eigenvalues of A and B, for all complex square matrices

To find the spectrum of the propagator of two uncoupled subsystems, one diagonalises the two small propagators and multiplies their eigenvalues, without building the large matrix. If both propagators are diagonalisable, this is clearly correct, because the products of their eigenvectors form a basis of the joint space. A lossy system described by a non-Hermitian effective Hamiltonian can have too few eigenvectors for that, as happens at an exceptional point. The products of eigenvectors then no longer span the joint space, and one has to ask whether \(A\otimes B\) could have eigenvalues that the products miss. In finite dimension it has none.

## A common eigenvector and its slices

Let \(A\) be a complex \(m\times m\) matrix and \(B\) a complex \(n\times n\) matrix. A joint vector has components \(u_{ij}\), where \(i\) labels the first subsystem and \(j\) the second, and

\[
((A\otimes B)u)_{ij}=\sum_{p,q}A_{ip}B_{jq}\,u_{pq}.
\]

The claim is that \(\mu\) is an eigenvalue of \(A\otimes B\) if and only if \(\mu=ab\) for some eigenvalue \(a\) of \(A\) and some eigenvalue \(b\) of \(B\).

One direction is short. If \(Ax=ax\) and \(By=by\) with \(x,y\neq0\), the vector with components \(x_iy_j\) is nonzero, and

\[
\sum_{p,q}A_{ip}B_{jq}\,x_py_q=(Ax)_i(By)_j=ab\,x_iy_j .
\]

For the other direction, put \(M=A\otimes 1\) and \(N=1\otimes B\). Then \(MN=NM=A\otimes B\). Let \(\mu\) be an eigenvalue of \(MN\) and \(E\neq\{0\}\) its eigenspace.

1. \(M\) commutes with \(MN\), so for \(x\in E\) we have \(MN(Mx)=M(MNx)=\mu\,Mx\). Thus \(M\) maps \(E\) into itself. A linear map on a nonzero finite-dimensional complex space has an eigenvalue, because its characteristic polynomial has a root. Hence there are a number \(a\) and a nonzero \(w\in E\) with \(Mw=aw\).
2. Let \(F\) be the space of all \(x\in E\) with \(Mx=ax\). It contains \(w\). Since \(N\) commutes with both \(MN\) and \(M\), it maps \(F\) into itself, so there are a number \(b\) and a nonzero \(u\in F\) with \(Nu=bu\).
3. Now \(\mu u=MNu=M(bu)=ab\,u\), and \(u\neq0\) gives \(\mu=ab\).

In components, the two eigenvalue equations for \(u\) are

\[
\sum_pA_{ip}u_{pj}=a\,u_{ij},\qquad \sum_qB_{jq}u_{iq}=b\,u_{ij}.
\]

Choose \(i_0,j_0\) with \(u_{i_0j_0}\neq0\). The slice \(x_i=u_{ij_0}\) is a nonzero vector with \(Ax=ax\), and the slice \(y_j=u_{i_0j}\) is a nonzero vector with \(By=by\). Diagonalisability was not used.

## Eigenvalues and product states in Lean

The letters `m` and `n` now stand for finite index sets, not for their sizes, and `k` is a further such set for statements about a single space.

```lean
import Mathlib

open Matrix
open scoped Kronecker

namespace KroneckerSpectrum

variable {k m n : Type*} [Fintype k] [Fintype m] [Fintype n]
```

An eigenvalue is a number with a nonzero eigenvector. Here `A *ᵥ v` is the matrix applied to the vector, and `a • v` is the multiple \(av\).

```lean
/-- The number `a` is an eigenvalue of the matrix `A`: some nonzero vector is multiplied
by `a` when `A` acts on it. -/
def IsEigenvalue (A : Matrix k k ℂ) (a : ℂ) : Prop :=
  ∃ v : k → ℂ, v ≠ 0 ∧ A *ᵥ v = a • v
```

The joint space consists of the functions on pairs `m × n`. The function `productState` multiplies two arbitrary vectors, so its value can be unnormalised or zero; a nonzero vector can be divided by its norm without changing any eigenvalue equation.

```lean
/-- The product vector of `x` and `y`, with components `x i * y j`. If `x` and `y` are nonzero, it
represents a product state of the two subsystems, up to normalisation. -/
def productState (x : m → ℂ) (y : n → ℂ) : m × n → ℂ :=
  fun p => x p.1 * y p.2
```

## Eigenvectors inside invariant subspaces

The next lemma is the fact used in both step 1 and step 2. The hypothesis `hE` says that the subspace is nonzero, and `hM` that the matrix maps it into itself. The proof restricts the matrix to `E`, takes an eigenvalue from Mathlib's existence theorem, and reads the eigenvector as a vector of the full space.

```lean
/-- A complex square matrix that maps a nonzero complex subspace into itself has an eigenvector in
that subspace. -/
theorem exists_eigenvector_mem (M : Matrix k k ℂ) (E : Submodule ℂ (k → ℂ))
    (hE : E ≠ ⊥) (hM : ∀ x ∈ E, M *ᵥ x ∈ E) :
    ∃ c : ℂ, ∃ v ∈ E, v ≠ 0 ∧ M *ᵥ v = c • v := by
  have : Nontrivial E := Submodule.nontrivial_iff_ne_bot.mpr hE
  obtain ⟨c, hc⟩ := Module.End.exists_eigenvalue (M.mulVecLin.restrict hM)
  obtain ⟨v, hv⟩ := hc.exists_hasEigenvector
  exact ⟨c, v, v.2, fun h => hv.2 (Subtype.ext h),
    congrArg Subtype.val hv.apply_eq_smul⟩
```

Steps 1 to 3 hold for any two commuting matrices, and the lemma below is stated in that generality. Inside it, `inv` says that an eigenspace of one matrix is invariant under every matrix commuting with it, and `mem` translates membership of an eigenspace into an eigenvalue equation. The two calls of `exists_eigenvector_mem` produce \(w\) and then \(u\); the symbol `⊓` forms the intersection \(F\). The last lines cancel the nonzero vector \(u\) from \(\mu u=ab\,u\).

```lean
/-- If the complex matrices `M` and `N` commute, every eigenvalue of `M * N` is the product of an
eigenvalue of `M` and an eigenvalue of `N` that belong to a common eigenvector. -/
theorem common_eigenvector_of_commute (M N : Matrix k k ℂ) (h : M * N = N * M) {μ : ℂ}
    (hμ : IsEigenvalue (M * N) μ) :
    ∃ a b : ℂ, ∃ u : k → ℂ, u ≠ 0 ∧ M *ᵥ u = a • u ∧ N *ᵥ u = b • u ∧ μ = a * b := by
  -- an eigenspace of `P` is invariant under every `Q` that commutes with `P`
  have inv : ∀ (P Q : Matrix k k ℂ) (c : ℂ) (x : k → ℂ), P * Q = Q * P →
      P *ᵥ x = c • x → P *ᵥ (Q *ᵥ x) = c • (Q *ᵥ x) := by
    intro P Q c x hPQ hx
    rw [Matrix.mulVec_mulVec, hPQ, ← Matrix.mulVec_mulVec, hx, Matrix.mulVec_smul]
  have mem : ∀ (P : Matrix k k ℂ) (c : ℂ) (x : k → ℂ),
      x ∈ Module.End.eigenspace P.mulVecLin c ↔ P *ᵥ x = c • x :=
    fun P c x => Module.End.mem_eigenspace_iff
  have hM : (M * N) * M = M * (M * N) := by rw [mul_assoc, ← h]
  have hN : (M * N) * N = N * (M * N) := by rw [← mul_assoc N M N, ← h]
  obtain ⟨v, hv0, hv⟩ := hμ
  -- first an eigenvector of `M` inside the eigenspace of `M * N`
  obtain ⟨a, w, hwE, hw0, hw⟩ := exists_eigenvector_mem M
    (Module.End.eigenspace (M * N).mulVecLin μ)
    ((Submodule.ne_bot_iff _).mpr ⟨v, (mem _ _ _).mpr hv, hv0⟩)
    (fun x hx => (mem _ _ _).mpr (inv _ _ _ _ hM ((mem _ _ _).mp hx)))
  -- then an eigenvector of `N` inside the joint eigenspace
  obtain ⟨b, u, huE, hu0, hu⟩ := exists_eigenvector_mem N
    (Module.End.eigenspace (M * N).mulVecLin μ ⊓ Module.End.eigenspace M.mulVecLin a)
    ((Submodule.ne_bot_iff _).mpr ⟨w, ⟨hwE, (mem _ _ _).mpr hw⟩, hw0⟩)
    (fun x hx => ⟨(mem _ _ _).mpr (inv _ _ _ _ hN ((mem _ _ _).mp hx.1)),
      (mem _ _ _).mpr (inv _ _ _ _ h ((mem _ _ _).mp hx.2))⟩)
  have h1 : (M * N) *ᵥ u = μ • u := (mem _ _ _).mp huE.1
  have h2 : M *ᵥ u = a • u := (mem _ _ _).mp huE.2
  refine ⟨a, b, u, hu0, h2, hu, smul_left_injective ℂ hu0 ?_⟩
  change μ • u = (a * b) • u
  rw [← h1, ← Matrix.mulVec_mulVec, hu, Matrix.mulVec_smul, h2, smul_smul, mul_comm]
```

Without commutation, an eigenvalue of \(MN\) need not be a product of eigenvalues of \(M\) and \(N\). Take

\[
M=\begin{pmatrix}0&1\\0&0\end{pmatrix},\quad
N=\begin{pmatrix}0&0\\1&0\end{pmatrix},\quad
MN=\begin{pmatrix}1&0\\0&0\end{pmatrix}.
\]

Both factors have only the eigenvalue 0, yet \(MN\) has the eigenvalue 1.

## The spectrum of the Kronecker product

The symbol `⊗ₖ` is the Kronecker product, with entries \(A_{ip}B_{jq}\) as above. On product states its double sum factorises.

```lean
/-- On a product vector, `A ⊗ B` acts with `A` on the first factor and `B` on the second. -/
theorem kronecker_mulVec_productState (A : Matrix m m ℂ) (B : Matrix n n ℂ)
    (x : m → ℂ) (y : n → ℂ) :
    (A ⊗ₖ B) *ᵥ productState x y = productState (A *ᵥ x) (B *ᵥ y) := by
  ext ⟨i, j⟩
  simp only [Matrix.mulVec, dotProduct, productState, Matrix.kroneckerMap_apply,
    Fintype.sum_prod_type, Finset.sum_mul_sum]
  refine Finset.sum_congr rfl fun p _ => Finset.sum_congr rfl fun q _ => ?_
  ring
```

The main theorem takes arbitrary complex square matrices and has no further hypothesis. In the forward direction, `h1` and `h2` state that \(A\otimes1\) and \(1\otimes B\) multiply to \(A\otimes B\) in either order. The previous lemma then supplies \(u\), and `Function.ne_iff` picks the component \((i_0,j_0)\) where it is nonzero. Each `simpa` writes out an eigenvalue equation of \(u\) and removes the sum over the identity matrix, which leaves the equation for a slice. The reverse direction uses the product state of the two eigenvectors.

```lean
/-- The eigenvalues of `A ⊗ B` are exactly the products of an eigenvalue of `A` and an
eigenvalue of `B`, for arbitrary complex square matrices `A` and `B`. -/
theorem isEigenvalue_kronecker_iff (A : Matrix m m ℂ) (B : Matrix n n ℂ) (μ : ℂ) :
    IsEigenvalue (A ⊗ₖ B) μ ↔
      ∃ a b : ℂ, IsEigenvalue A a ∧ IsEigenvalue B b ∧ μ = a * b := by
  classical
  constructor
  · intro hμ
    -- `A ⊗ B` is the product of the commuting local operators `A ⊗ 1` and `1 ⊗ B`
    have h1 : (A ⊗ₖ (1 : Matrix n n ℂ)) * ((1 : Matrix m m ℂ) ⊗ₖ B) = A ⊗ₖ B := by
      rw [← Matrix.mul_kronecker_mul, mul_one, one_mul]
    have h2 : ((1 : Matrix m m ℂ) ⊗ₖ B) * (A ⊗ₖ (1 : Matrix n n ℂ)) = A ⊗ₖ B := by
      rw [← Matrix.mul_kronecker_mul, mul_one, one_mul]
    rw [← h1] at hμ
    obtain ⟨a, b, u, hu0, ha, hb, hab⟩ :=
      common_eigenvector_of_commute _ _ (h1.trans h2.symm) hμ
    obtain ⟨⟨i₀, j₀⟩, hij⟩ := Function.ne_iff.mp hu0
    -- slices of the common eigenvector are eigenvectors of the factors
    refine ⟨a, b, ⟨fun i => u (i, j₀), fun h => hij (congrFun h i₀), ?_⟩,
      ⟨fun j => u (i₀, j), fun h => hij (congrFun h j₀), ?_⟩, hab⟩
    · ext i
      have h := congrFun ha (i, j₀)
      simpa [Matrix.mulVec, dotProduct, Fintype.sum_prod_type, Matrix.one_apply] using h
    · ext j
      have h := congrFun hb (i₀, j)
      simpa [Matrix.mulVec, dotProduct, Fintype.sum_prod_type_right, Matrix.one_apply] using h
  · rintro ⟨a, b, ⟨x, hx0, hx⟩, ⟨y, hy0, hy⟩, rfl⟩
    obtain ⟨i, hi⟩ := Function.ne_iff.mp hx0
    obtain ⟨j, hj⟩ := Function.ne_iff.mp hy0
    refine ⟨productState x y, fun h => mul_ne_zero hi hj (congrFun h (i, j)), ?_⟩
    rw [kronecker_mulVec_productState, hx, hy]
    ext p
    simp only [productState, Pi.smul_apply, smul_eq_mul]
    ring
```

The theorem determines which numbers are eigenvalues. It does not count multiplicities, and it does not say that the eigenvectors of \(A\otimes B\) are product states. To use it for a real pair of systems, one must still justify that the joint operator is a single Kronecker product; a coupling between the subsystems generally destroys that form.

## A matrix tensored with its complex conjugate

Conjugating \(Av=av\) entry by entry gives \(\bar A\bar v=\bar a\bar v\). In Lean, `star` on a complex number is conjugation, so `A.map star` is \(\bar A\), without the transpose that would make it the adjoint.

```lean
/-- The complex conjugate of an eigenvalue of `A` is an eigenvalue of the entrywise
conjugate of `A`. -/
theorem IsEigenvalue.conj {A : Matrix k k ℂ} {a : ℂ} (h : IsEigenvalue A a) :
    IsEigenvalue (A.map star) (star a) := by
  obtain ⟨v, hv0, hv⟩ := h
  refine ⟨star v, fun h => hv0 (star_eq_zero.mp h), ?_⟩
  ext i
  have hi : ∑ j, A i j * v j = a * v i := congrFun hv i
  change ∑ j, star (A i j) * star (v j) = star a * star (v i)
  rw [← star_mul' a (v i), ← hi, star_sum]
  exact Finset.sum_congr rfl fun j _ => (star_mul' _ _).symm
```

Since conjugating twice returns \(A\), the eigenvalues of \(\bar A\) are exactly the conjugates of those of \(A\). The main theorem then gives the eigenvalues of \(A\otimes\bar A\) as the products \(a\bar a'\), where \(a\) and \(a'\) run independently over the eigenvalues of \(A\).

```lean
/-- The eigenvalues of the Kronecker product of `A` with its entrywise conjugate are exactly the
products `a * star a'` with `a` and `a'` eigenvalues of `A`. -/
theorem isEigenvalue_doubleLayer_iff (A : Matrix m m ℂ) (μ : ℂ) :
    IsEigenvalue (A ⊗ₖ A.map star) μ ↔
      ∃ a a' : ℂ, IsEigenvalue A a ∧ IsEigenvalue A a' ∧ μ = a * star a' := by
  rw [isEigenvalue_kronecker_iff]
  constructor
  · rintro ⟨a, b, ha, hb, rfl⟩
    have hA : (A.map star).map star = A := by
      ext i j
      exact star_star (A i j)
    have hb' := hb.conj
    rw [hA] at hb'
    exact ⟨a, star b, ha, hb', by rw [star_star]⟩
  · rintro ⟨a, a', ha, ha', rfl⟩
    exact ⟨a, star a', ha, ha'.conj, rfl⟩
```

The label `doubleLayer` in the theorem's name is borrowed from tensor networks. For a uniform matrix product state the transfer matrix is \(\sum_sA^s\otimes\overline{A^s}\), with one matrix \(A^s\) for each local basis state \(s\). The theorem treats a single term of this sum, which is the matrix that governs the weight of the configuration with the same \(s\) on every site.

## When a product eigenvector has eigenvector factors

Suppose that the product state of nonzero \(x\) and \(y\) is an eigenvector of \(A\otimes B\) with eigenvalue \(\mu\neq0\). Then

\[
(Ax)_i(By)_j=\mu\,x_iy_j\quad\text{for all }i,j.
\]

Choose \(i_0,j_0\) with \(x_{i_0}\neq0\) and \(y_{j_0}\neq0\). The right-hand side is nonzero there, so \((By)_{j_0}\neq0\). Multiply the equation for \((i,j_0)\) by \(x_{i_0}\), the one for \((i_0,j_0)\) by \(x_i\), and subtract. The right-hand sides cancel, and division by \((By)_{j_0}\) leaves

\[
(Ax)_i\,x_{i_0}=(Ax)_{i_0}\,x_i .
\]

Hence \(Ax=ax\) with \(a=(Ax)_{i_0}/x_{i_0}\). In the same way \(By=by\) with \(b=(By)_{j_0}/y_{j_0}\), and the equation at \((i_0,j_0)\) gives \(ab=\mu\). In the Lean proof, `e` is the displayed family of equations, `hne` is the nonvanishing at \((i_0,j_0)\), and each `linear_combination` performs the subtraction.

```lean
/-- If a product of two nonzero vectors is an eigenvector of `A ⊗ B` with nonzero eigenvalue,
then its factors are eigenvectors of `A` and `B`, and their eigenvalues multiply to it. -/
theorem factors_of_productState_eigenvector (A : Matrix m m ℂ) (B : Matrix n n ℂ)
    {x : m → ℂ} {y : n → ℂ} {μ : ℂ} (hx : x ≠ 0) (hy : y ≠ 0) (hμ : μ ≠ 0)
    (h : (A ⊗ₖ B) *ᵥ productState x y = μ • productState x y) :
    ∃ a b : ℂ, A *ᵥ x = a • x ∧ B *ᵥ y = b • y ∧ a * b = μ := by
  rw [kronecker_mulVec_productState] at h
  have e : ∀ i j, (A *ᵥ x) i * (B *ᵥ y) j = μ * (x i * y j) :=
    fun i j => congrFun h (i, j)
  obtain ⟨i₀, hi'⟩ := Function.ne_iff.mp hx
  obtain ⟨j₀, hj'⟩ := Function.ne_iff.mp hy
  have hi : x i₀ ≠ 0 := hi'
  have hj : y j₀ ≠ 0 := hj'
  -- neither factor is annihilated, because the eigenvalue is nonzero
  have hne : (A *ᵥ x) i₀ * (B *ᵥ y) j₀ ≠ 0 := by
    rw [e]
    exact mul_ne_zero hμ (mul_ne_zero hi hj)
  refine ⟨(A *ᵥ x) i₀ / x i₀, (B *ᵥ y) j₀ / y j₀, ?_, ?_, ?_⟩
  · ext i
    rw [Pi.smul_apply, smul_eq_mul, div_mul_eq_mul_div, eq_div_iff hi]
    apply mul_right_cancel₀ (right_ne_zero_of_mul hne)
    linear_combination x i₀ * e i j₀ - x i * e i₀ j₀
  · ext j
    rw [Pi.smul_apply, smul_eq_mul, div_mul_eq_mul_div, eq_div_iff hj]
    apply mul_right_cancel₀ (left_ne_zero_of_mul hne)
    linear_combination y j₀ * e i₀ j - y j * e i₀ j₀
  · rw [div_mul_div_comm, div_eq_iff (mul_ne_zero hi hj)]
    exact e i₀ j₀
```

At \(\mu=0\) the conclusion can fail. The matrix in the last theorem sends \((1,0)\) to zero and \((0,1)\) to \((1,0)\). The product state of these two vectors is annihilated, because its first factor is, while the second factor is not an eigenvector. The proof of that last point compares the first components, which would require \(1=0\).

```lean
/-- For the nilpotent matrix `N = !![0, 1; 0, 0]`, the product state of `![1, 0]` and `![0, 1]`
is annihilated by `N ⊗ N`, although `![0, 1]` is not an eigenvector of `N`. -/
theorem nilpotent_productState :
    ((!![0, 1; 0, 0] : Matrix (Fin 2) (Fin 2) ℂ) ⊗ₖ
        (!![0, 1; 0, 0] : Matrix (Fin 2) (Fin 2) ℂ)) *ᵥ
          productState ![1, 0] ![0, 1] = 0 ∧
      ∀ c : ℂ, (!![0, 1; 0, 0] : Matrix (Fin 2) (Fin 2) ℂ) *ᵥ ![0, 1] ≠ c • ![0, 1] := by
  constructor
  · rw [kronecker_mulVec_productState]
    ext ⟨i, j⟩
    fin_cases i <;> fin_cases j <;>
      simp [productState, Matrix.mulVec, dotProduct, Fin.sum_univ_succ]
  · intro c h
    have h0 := congrFun h 0
    simp [Matrix.mulVec, dotProduct, Fin.sum_univ_succ] at h0

end KroneckerSpectrum
```

```lean
#print axioms KroneckerSpectrum.isEigenvalue_kronecker_iff
-- 'KroneckerSpectrum.isEigenvalue_kronecker_iff' depends on axioms: [propext, Classical.choice, Quot.sound]
#print axioms KroneckerSpectrum.isEigenvalue_doubleLayer_iff
-- 'KroneckerSpectrum.isEigenvalue_doubleLayer_iff' depends on axioms: [propext, Classical.choice, Quot.sound]
#print axioms KroneckerSpectrum.factors_of_productState_eigenvector
-- 'KroneckerSpectrum.factors_of_productState_eigenvector' depends on axioms: [propext, Classical.choice, Quot.sound]
#print axioms KroneckerSpectrum.nilpotent_productState
-- 'KroneckerSpectrum.nilpotent_productState' depends on axioms: [propext, Classical.choice, Quot.sound]
```
